# Lattice vectors modulo the translations of a chosen cell: one representative in the half-open cell for each class

In fractional coordinates with respect to a chosen cell, the cell's own translations are the integer vectors, and a centred lattice contains further vectors besides these. The theorem takes an additive subgroup `L` of ℝⁿ that contains all integer vectors, with no assumption of discreteness, and states that each class of `L` modulo the integer vectors contains exactly one vector with all coordinates in [0, 1). Formally, the map `centringClass L` from such vectors, zero included, to their classes is bijective. For injectivity the attempt notes that two vectors of the same class differ by integers lying strictly between −1 and 1, hence by zero; for surjectivity it subtracts from each coordinate its floor.

Lean 4 with Mathlib refuses this proof:

```lean
import Mathlib

namespace CentringClassBijective

noncomputable section

variable {n : ℕ} {E : Type*} [NormedAddCommGroup E] [NormedSpace ℝ E]

/-- The vectors with integer fractional coordinates: the translations of the chosen cell. -/
def integerVectors (n : ℕ) : AddSubgroup (Fin n → ℝ) where
  carrier := {x | ∀ i, ∃ k : ℤ, x i = k}
  zero_mem' := fun i => ⟨0, by simp⟩
  add_mem' := by
    intro x y hx hy i
    obtain ⟨k, hk⟩ := hx i
    obtain ⟨l, hl⟩ := hy i
    exact ⟨k + l, by simp [hk, hl]⟩
  neg_mem' := by
    intro x hx i
    obtain ⟨k, hk⟩ := hx i
    exact ⟨-k, by simp [hk]⟩

/-- The centring group: lattice vectors modulo the integer vectors among them. -/
abbrev CentringGroup (L : AddSubgroup (Fin n → ℝ)) : Type :=
  L ⧸ (integerVectors n).addSubgroupOf L

/-- The centring vectors: lattice vectors with all fractional coordinates in `[0, 1)`,
the zero vector included. -/
def centringVectors (L : AddSubgroup (Fin n → ℝ)) : Set (Fin n → ℝ) :=
  {x | x ∈ L ∧ ∀ i, 0 ≤ x i ∧ x i < 1}

/-- The class of a centring vector in the centring group. -/
def centringClass (L : AddSubgroup (Fin n → ℝ)) (v : centringVectors L) : CentringGroup L :=
  QuotientAddGroup.mk (⟨v.1, v.2.1⟩ : L)

/-- If `L` contains the integer vectors, each class of the centring group contains exactly one
centring vector. -/
theorem centringClass_bijective {L : AddSubgroup (Fin n → ℝ)} (hZ : integerVectors n ≤ L) :
    Function.Bijective (centringClass L) := by
  constructor
  · intro v w h
    have hm : -v.1 + w.1 ∈ integerVectors n := QuotientAddGroup.eq.1 h
    apply Subtype.ext
    funext i
    obtain ⟨k, hk⟩ := hm i
    rw [Pi.add_apply, Pi.neg_apply] at hk
    have hv := v.2.2 i
    have hw := w.2.2 i
    -- an integer strictly between -1 and 1 vanishes
    have k1 : k < 1 := by
      have : (k : ℝ) < 1 := by linarith
      exact_mod_cast this
    have k2 : -1 < k := by
      have : (-1 : ℝ) < k := by linarith
      exact_mod_cast this
    have k0 : k = 0 := by omega
    rw [k0, Int.cast_zero] at hk
    linarith
  · intro q
    obtain ⟨x, rfl⟩ := QuotientAddGroup.mk_surjective q
    have hk : (fun i => ((⌊x.1 i⌋ : ℤ) : ℝ)) ∈ integerVectors n := fun i => ⟨_, rfl⟩
    refine ⟨⟨x.1 - fun i => ((⌊x.1 i⌋ : ℤ) : ℝ), L.sub_mem x.2 (hZ hk),
      fun i => ⟨Int.fract_nonneg (x.1 i), Int.fract_lt_one (x.1 i)⟩⟩, ?_⟩
    refine QuotientAddGroup.eq.2 ?_
    change -(x.1 - fun i => ((⌊x.1 i⌋ : ℤ) : ℝ)) + x.1 ∈ integerVectors n
    have e : -(x.1 - fun i => ((⌊x.1 i⌋ : ℤ) : ℝ)) + x.1 =
        fun i => ((⌊x.1 i⌋ : ℤ) : ℝ) := by abel
    rw [e]
    exact hk

end

end CentringClassBijective
```

Messages:

```
Main.lean:42:69: error: Application type mismatch: The argument
  h
has type
  centringClass L v = centringClass L w
but is expected to have type
  ↑↑v = ↑↑w
in the application
  QuotientAddGroup.eq.mp h
```

What went wrong. The equality `h` holds in `CentringGroup L`, a quotient of `L`. The failing line, however, asks `QuotientAddGroup.eq.1` directly for `-v.1 + w.1 ∈ integerVectors n`, a statement about vectors of ℝⁿ. From this expected type Lean takes the group to be `Fin n → ℝ` and the subgroup to be `integerVectors n`, so it wants an equality in the quotient of the whole of ℝⁿ. That is the `↑↑v = ↑↑w` of the message, and `h` is not of that type.

In the repair, `h'` restates `h` with both classes written out as classes of elements of `L`. The lemma is then applied to `h'` in `h2`, which has no stated type, so the group and subgroup are read from `h'`. The result is membership in `(integerVectors n).addSubgroupOf L`, which by definition means that the underlying vector lies in `integerVectors n`; Lean therefore accepts `h2` as a proof of `hm`.

The shortened proofs of `k1` and `k2` are mere tidying.

This version goes through:

```diff
@@ -40,5 +40,8 @@
   constructor
   · intro v w h
-    have hm : -v.1 + w.1 ∈ integerVectors n := QuotientAddGroup.eq.1 h
+    have h' : (QuotientAddGroup.mk (⟨v.1, v.2.1⟩ : L) : CentringGroup L) =
+        QuotientAddGroup.mk (⟨w.1, w.2.1⟩ : L) := h
+    have h2 := QuotientAddGroup.eq.1 h'
+    have hm : -v.1 + w.1 ∈ integerVectors n := h2
     apply Subtype.ext
     funext i
@@ -48,10 +51,6 @@
     have hw := w.2.2 i
     -- an integer strictly between -1 and 1 vanishes
-    have k1 : k < 1 := by
-      have : (k : ℝ) < 1 := by linarith
-      exact_mod_cast this
-    have k2 : -1 < k := by
-      have : (-1 : ℝ) < k := by linarith
-      exact_mod_cast this
+    have k1 : k < 1 := by exact_mod_cast (by linarith : (k : ℝ) < 1)
+    have k2 : -1 < k := by exact_mod_cast (by linarith : (-1 : ℝ) < k)
     have k0 : k = 0 := by omega
     rw [k0, Int.cast_zero] at hk
```
